# With an injective raising operator, every oscillator level is as degenerate as the ground state

**Q:** Suppose I solve $a\psi=0$, find one solution up to a factor, and apply the raising operator to it. I get one state at each level. If level five also held a second state, not reached from below, my state count would be wrong, and so would any partition function built on it. What rules that out?

**A:** Two conditions on the ladder operators. Let $a$ lower and $b$ raise, both linear on a complex vector space $V$, with $ab-ba=1$. For $a=(x+ip)/\sqrt2$ and $b=(x-ip)/\sqrt2$, in units where $\hbar=m=\omega=1$, this is equivalent to the canonical commutator $xp-px=i$. Write $L_n=\ker(ba-n)$ for the $n$-th level, $n=0,1,2,\dots$ The second condition is that $b$ is injective: adding a quantum never destroys a nonzero state. Then $b^n$ maps $\ker a$ isomorphically onto $L_n$, so the second state at level five would need a second ground state.

**Q:** Show me the derivation before any code.

**A:** Applied to a vector, the commutator says
$$a(bv)=v+b(av).$$
If $v\in L_n$, then $b(av)=nv$, so $a(bv)=(n+1)v$. Applying $b$ gives $ba(bv)=(n+1)\,bv$, hence $bv\in L_{n+1}$.

No two states merge on the way up. If $v,w\in L_n$ and $bv=bw$, applying $a$ gives $(n+1)v=(n+1)w$, so $v=w$.

No state at the upper level is missed either. Take $u\in L_{n+1}$, so $b(au)=(n+1)u$. The commutator applied to the vector $au$ reads
$$(n+1)\,au=a(b(au))=au+ba(au),$$
so $ba(au)=n\,au$ and $au\in L_n$. Then $au/(n+1)$ is in $L_n$, and $b$ sends it to $u$.

So $b:L_n\to L_{n+1}$ is an isomorphism for every $n\ge 0$.

**Q:** You haven't used the injectivity of $b$ on all of $V$.

**A:** It enters only at the bottom. $L_0$ is defined by $b(av)=0$, while a ground state satisfies $av=0$. The second implies the first; the converse holds because $b$ is injective. Hence $L_0=\ker a$, and composing $n$ raising steps gives $b^n:\ker a\to L_n$.

**Q:** Try it with numbers.

**A:** On polynomials take $a=d/dx$ and $b=x$, so that $ba\,x^n=n\,x^n$. Let $u=5x^3$, which is in $L_3$. Lowering gives $15x^2$, division by $3$ gives $5x^2$, and raising returns $5x^3$. Starting from the ground state $5$, the map $b^3$ also gives $5x^3$.

**Q:** Now the formal version. What has become of my oscillator?

**A:** It has become two elements of `Module.End ℂ V`, the linear maps from $V$ to itself. Their product is composition and `1` is the identity.

In Lean 4 with Mathlib:

```lean
import Mathlib

open Polynomial

namespace OscillatorDegeneracy

noncomputable section

variable {V : Type*} [AddCommGroup V] [Module ℂ V]
```

The level is a subspace, the kernel of $ba-n$, with the natural number $n$ read as a complex scalar.

```lean
/-- The `n`-th oscillator level: the space of vectors on which the number operator `b a`
acts as multiplication by `n`. -/
def level (a b : Module.End ℂ V) (n : ℕ) : Submodule ℂ V :=
  LinearMap.ker (b * a - (n : ℂ) • (1 : Module.End ℂ V))
```

With $H=\hbar\omega(ba+\tfrac12)$, `level a b n` is the eigenspace at energy $\hbar\omega(n+\tfrac12)$. It includes the zero vector, and nothing in the definition says that it contains anything else.

The main theorem, `vacuum_equiv_level`, takes the commutator `h` and the injectivity `hb`. For each $n$ it gives a linear equivalence `e` from `LinearMap.ker a` to `level a b n`, and it specifies that `e v` is $b^n v$. The vectors are unnormalised: if $b$ is the adjoint of $a$ and $v$ is a unit ground state, the normalised state is $b^n v/\sqrt{n!}$.

**Q:** My operators are unbounded. Yours act on every vector.

**A:** Then $V$ should be a common domain that both operators map into itself, such as the Schwartz functions for the usual oscillator, and not the whole Hilbert space. An eigenvector outside $V$ is not counted. Nor does the theorem say that $ba$ has only natural numbers as eigenvalues; it compares the levels $n=0,1,2,\dots$ with one another.

Truncated matrices are excluded as well. In finite dimension the trace of $ab-ba$ is zero and the trace of $1$ is $\dim V$, so only $V=0$ satisfies the commutator.

**Q:** Does the proof follow your derivation?

**A:** Closely. The first lemma turns membership in a level into the eigenvalue equation.

```lean
/-- A vector lies in the `n`-th level exactly when `b a v = n v`. -/
theorem mem_level {a b : Module.End ℂ V} {n : ℕ} {v : V} :
    v ∈ level a b n ↔ b (a v) = (n : ℂ) • v := by
  rw [level, LinearMap.mem_ker, LinearMap.sub_apply, sub_eq_zero]
  exact Iff.rfl
```

The next one is the commutator applied to a vector.

```lean
/-- The canonical commutation relation applied to a vector: `a b v = v + b a v`. -/
theorem comm_apply {a b : Module.End ℂ V} (h : a * b - b * a = 1) (v : V) :
    a (b v) = v + b (a v) := by
  have h1 : a (b v) - b (a v) = v := LinearMap.congr_fun h v
  exact sub_eq_iff_eq_add.mp h1
```

The raising step follows. Here `hab` is $a(bv)=(n+1)v$, and `hmap` says that $b$ lands in the next level, which allows `b.restrict hmap` to be a map between levels. `LinearEquiv.ofBijective` then asks for the two halves of bijectivity. The first applies $a$ to $bv=bw$ and cancels $n+1$. The second proves in `hau` that $au$ is in $L_n$, and supplies $au/(n+1)$ as the preimage.

```lean
/-- If `a b - b a = 1`, then `b` maps the `n`-th level isomorphically onto the next one. -/
theorem raise_equiv {a b : Module.End ℂ V} (h : a * b - b * a = 1) (n : ℕ) :
    ∃ e : level a b n ≃ₗ[ℂ] level a b (n + 1), ∀ v, (e v : V) = b v := by
  have hn : (n : ℂ) + 1 ≠ 0 := by exact_mod_cast Nat.succ_ne_zero n
  -- on the `n`-th level, lowering after raising multiplies by `n + 1`
  have hab : ∀ v ∈ level a b n, a (b v) = ((n : ℂ) + 1) • v := by
    intro v hv
    rw [comm_apply h, mem_level.mp hv]
    module
  have hmap : ∀ v ∈ level a b n, b v ∈ level a b (n + 1) := by
    intro v hv
    rw [mem_level, hab v hv, map_smul, Nat.cast_add, Nat.cast_one]
  refine ⟨LinearEquiv.ofBijective (b.restrict hmap) ⟨?_, ?_⟩, fun v => rfl⟩
  · intro v w hvw
    have h1 : b (v : V) = b (w : V) := congrArg Subtype.val hvw
    have h2 := congrArg a h1
    rw [hab v v.2, hab w w.2] at h2
    exact Subtype.ext (smul_right_injective V hn h2)
  · -- the preimage of `u` is `a u / (n + 1)`
    intro u
    have hu : b (a (u : V)) = ((n : ℂ) + 1) • (u : V) := by
      have h1 := mem_level.mp u.2
      rwa [Nat.cast_add, Nat.cast_one] at h1
    have hau : a (u : V) ∈ level a b n := by
      rw [mem_level]
      have h1 := comm_apply h (a (u : V))
      rw [hu, map_smul] at h1
      have h2 : b (a (a (u : V))) = ((n : ℂ) + 1) • a (u : V) - a (u : V) :=
        eq_sub_of_add_eq' h1.symm
      rw [h2]
      module
    refine ⟨⟨((n : ℂ) + 1)⁻¹ • a (u : V), Submodule.smul_mem _ _ hau⟩, Subtype.ext ?_⟩
    change b (((n : ℂ) + 1)⁻¹ • a (u : V)) = (u : V)
    rw [map_smul, hu, smul_smul, inv_mul_cancel₀ hn, one_smul]
```

The main theorem is an induction on $n$. The case `zero` proves $\ker a=L_0$, the one place where `hb` is used. The case `succ` composes the equivalence already found with one more raising step, and `pow_succ'` identifies the result as $b^{n+1}$.

```lean
/-- If `a b - b a = 1` and the raising operator `b` is injective, then `b ^ n` is a linear
isomorphism from the space of ground states `ker a` onto the `n`-th level. -/
theorem vacuum_equiv_level {a b : Module.End ℂ V} (h : a * b - b * a = 1)
    (hb : Function.Injective b) (n : ℕ) :
    ∃ e : LinearMap.ker a ≃ₗ[ℂ] level a b n, ∀ v, (e v : V) = (b ^ n) (v : V) := by
  induction n with
  | zero =>
    -- injectivity of `b` turns `b a v = 0` into `a v = 0`
    have h0 : LinearMap.ker a = level a b 0 := by
      ext v
      rw [LinearMap.mem_ker, mem_level, Nat.cast_zero, zero_smul]
      constructor
      · intro hv
        rw [hv, map_zero]
      · intro hv
        exact hb (hv.trans (map_zero b).symm)
    exact ⟨LinearEquiv.ofEq _ _ h0, fun v => rfl⟩
  | succ n ih =>
    obtain ⟨e, he⟩ := ih
    obtain ⟨r, hr⟩ := raise_equiv h n
    refine ⟨e.trans r, fun v => ?_⟩
    rw [LinearEquiv.trans_apply, hr, he, pow_succ', Module.End.mul_apply]
```

**Q:** I asked about degeneracies, and you have given me an isomorphism.

**A:** Isomorphic spaces have equal dimension. `Module.rank` is the dimension as a cardinal, so the statement also covers infinitely degenerate levels.

```lean
/-- If `a b - b a = 1` and `b` is injective, every level has the same degeneracy, finite or
infinite, as the ground state. -/
theorem degeneracy_eq {a b : Module.End ℂ V} (h : a * b - b * a = 1)
    (hb : Function.Injective b) (n : ℕ) :
    Module.rank ℂ (level a b n) = Module.rank ℂ (LinearMap.ker a) := by
  obtain ⟨e, _⟩ := vacuum_equiv_level h hb n
  exact e.rank_eq.symm
```

For non-interacting electrons moving in a plane with a uniform magnetic field perpendicular to it, and with spin left out, this is the pattern of Landau levels that all share the degeneracy of the lowest one. When the ground state is unique, the dimension is one throughout:

```lean
/-- If `a b - b a = 1`, `b` is injective and the ground state is unique up to a scalar, then every
level is one-dimensional. -/
theorem level_nondegenerate {a b : Module.End ℂ V} (h : a * b - b * a = 1)
    (hb : Function.Injective b) (hvac : Module.finrank ℂ (LinearMap.ker a) = 1) (n : ℕ) :
    Module.finrank ℂ (level a b n) = 1 := by
  obtain ⟨e, _⟩ := vacuum_equiv_level h hb n
  rw [← e.finrank_eq]
  exact hvac
```

For a single harmonic vibrational mode with a unique ground state, this supports giving each $n$ the weight one in the partition function.

**Q:** I have never checked that $b$ is injective. I just write $b=a^\dagger$.

**A:** That is enough. Suppose $bw=0$. The commutator gives $0=w+b(aw)$. Taking the inner product with $w$ and moving $b$ across as $a$,
$$0=\langle w,w\rangle+\langle w,b(aw)\rangle=\|w\|^2+\|aw\|^2.$$
Both terms are nonnegative, so $w=0$.

In the formal version, `hadj` says $\langle au,w\rangle=\langle u,bw\rangle$ for all $u,w$ in the space, which need not be complete. The displayed identity is `h2`; its real part and the two signs lead `linarith` to $\|w\|^2=0$.

```lean
/-- In an inner product space, if `a b - b a = 1` and `b` is adjoint to `a`, then `b` is injective.
-/
theorem raising_injective_of_adjoint {E : Type*} [NormedAddCommGroup E]
    [InnerProductSpace ℂ E] {a b : Module.End ℂ E} (h : a * b - b * a = 1)
    (hadj : ∀ u w, inner ℂ (a u) w = inner ℂ u (b w)) : Function.Injective b := by
  refine (injective_iff_map_eq_zero b).mpr fun w hw => ?_
  have h1 := comm_apply h w
  rw [hw, map_zero] at h1
  -- `b w = 0` forces `‖w‖² + ‖a w‖² = 0`
  have h2 : inner ℂ w w + inner ℂ (a w) (a w) = 0 := by
    rw [hadj w (a w), ← inner_add_right, ← h1, inner_zero_right]
  have h3 := congrArg Complex.re h2
  rw [Complex.add_re, Complex.zero_re] at h3
  have p1 : 0 ≤ (inner ℂ (a w) (a w)).re := inner_self_nonneg (𝕜 := ℂ)
  have p2 : (inner ℂ w w).re = ‖w‖ ^ 2 := inner_self_eq_norm_sq (𝕜 := ℂ) w
  have p3 : ‖w‖ ^ 2 = 0 := by linarith [sq_nonneg ‖w‖]
  exact norm_eq_zero.mp (pow_eq_zero_iff two_ne_zero |>.mp p3)
```

The conclusion is exactly the hypothesis `hb` of the earlier theorems.

**Q:** Is there any nonzero space with the commutator, an injective $b$ and a unique ground state?

**A:** The polynomials from the numerical example. The two operators are defined first.

```lean
/-- The lowering operator `d/dx` on complex polynomials. -/
def polyLower : Module.End ℂ ℂ[X] := Polynomial.derivative

/-- The raising operator on complex polynomials: multiplication by `x`. -/
def polyRaise : Module.End ℂ ℂ[X] := LinearMap.mulLeft ℂ X
```

Three things are then checked. The commutator is the product rule, $(xp)'-xp'=p$. Multiplication by $x$ is injective because $x$ can be cancelled in $xp=xq$. The ground states are the polynomials with zero derivative, which are the constants, so `hk` writes the kernel as the span of $1$.

```lean
/-- On polynomials, `d/dx` and multiplication by `x` satisfy the commutation relation, the
raising operator is injective, and the space of ground states is one-dimensional. -/
theorem vacuum_equiv_level_witness :
    polyLower * polyRaise - polyRaise * polyLower = 1 ∧ Function.Injective polyRaise ∧
      Module.finrank ℂ (LinearMap.ker polyLower) = 1 := by
  refine ⟨?_, ?_, ?_⟩
  · refine LinearMap.ext fun p => ?_
    change derivative (X * p) - X * derivative p = p
    rw [derivative_mul, derivative_X]
    ring
  · intro p q hpq
    have h1 : X * p = X * q := hpq
    exact mul_left_cancel₀ X_ne_zero h1
  · have hk : LinearMap.ker polyLower = Submodule.span ℂ {(1 : ℂ[X])} := by
      ext p
      rw [LinearMap.mem_ker, Submodule.mem_span_singleton]
      constructor
      · intro hp
        have h1 : p.natDegree = 0 := Polynomial.derivative_eq_zero.mp hp
        refine ⟨p.coeff 0, ?_⟩
        rw [smul_eq_C_mul, mul_one]
        exact (eq_C_of_natDegree_eq_zero h1).symm
      · rintro ⟨c, rfl⟩
        change derivative (c • (1 : ℂ[X])) = 0
        simp
    rw [hk]
    exact finrank_span_singleton one_ne_zero
```

By `level_nondegenerate`, each level of this model is therefore one-dimensional.

**Q:** And if I keep the commutator but let $b$ annihilate something?

**A:** Then the levels can be occupied with no ground state beneath them. Take two-sided formal series $\sum_{k\in\mathbb Z}f_k x^k$, with no demand of convergence, and set $a=-x$, $b=d/dx$. The commutator still holds, since $-x f'+(xf)'=f$. But $b$ annihilates the constants. By the previous result, no inner product can then make $b$ the adjoint of $a$, so this is an algebraic example and not a physical oscillator.

Now look at $x^{-1}$. Lowering gives $-1$, which is not zero, and $b$ then sends $-1$ to zero. So $x^{-1}$ is in $L_0$ without being a ground state. In general
$$ba\,x^{-n-1}=-\frac{d}{dx}x^{-n}=n\,x^{-n-1},$$
so $L_n$ contains $x^{-n-1}$ for every $n\ge 0$. Yet $\ker a=0$, because multiplication by $-x$ only shifts the coefficients and changes their sign.

**Q:** How does one store a two-sided series?

**A:** As its coefficient function, of type `ℤ → ℂ`. The coefficient of $x^k$ in $-xf$ is $-f_{k-1}$:

```lean
/-- Multiplication by `-x` on two-sided formal power series, given by their coefficients. -/
def seriesLower : Module.End ℂ (ℤ → ℂ) where
  toFun f k := -f (k - 1)
  map_add' f g := by
    funext k
    simp only [Pi.add_apply]
    ring
  map_smul' c f := by
    funext k
    simp only [Pi.smul_apply, smul_eq_mul, RingHom.id_apply]
    ring
```

In the derivative it is $(k+1)f_{k+1}$:

```lean
/-- The derivative `d/dx` on two-sided formal power series, given by their coefficients. -/
def seriesRaise : Module.End ℂ (ℤ → ℂ) where
  toFun f k := ((k : ℂ) + 1) * f (k + 1)
  map_add' f g := by
    funext k
    simp only [Pi.add_apply]
    ring
  map_smul' c f := by
    funext k
    simp only [Pi.smul_apply, smul_eq_mul, RingHom.id_apply]
    ring
```

The theorem collects the three facts. The commutator is compared coefficient by coefficient, where it reads $-kf_k+(k+1)f_k=f_k$. For the kernel, the coefficient of $x^{k+1}$ in $-xf=0$ gives $f_k=0$. For the levels, `Pi.single (-(n : ℤ) - 1) 1` is the monomial $x^{-n-1}$. The proof checks its eigenvalue equation at the index $k=-n-1$ and at all other indices separately; its coefficient $1$ then shows that the level is not zero.

```lean
/-- On two-sided series, `-x` and `d/dx` satisfy the commutation relation and there is no
ground state, yet every level `n` contains a nonzero vector. -/
theorem levels_without_vacuum :
    seriesLower * seriesRaise - seriesRaise * seriesLower = 1 ∧
      LinearMap.ker seriesLower = ⊥ ∧ ∀ n : ℕ, level seriesLower seriesRaise n ≠ ⊥ := by
  refine ⟨?_, ?_, ?_⟩
  · refine LinearMap.ext fun f => ?_
    funext k
    change -((((k - 1 : ℤ) : ℂ) + 1) * f (k - 1 + 1)) - ((k : ℂ) + 1) * (-f (k + 1 - 1)) = f k
    rw [sub_add_cancel, add_sub_cancel_right]
    push_cast
    ring
  · rw [LinearMap.ker_eq_bot']
    intro f hf
    funext k
    have h1 : -f (k + 1 - 1) = 0 := congrFun hf (k + 1)
    rw [add_sub_cancel_right, neg_eq_zero] at h1
    exact h1
  · intro n h
    -- the monomial `x ^ (-n - 1)` lies in the `n`-th level
    have hm : (Pi.single (-(n : ℤ) - 1) 1 : ℤ → ℂ) ∈ level seriesLower seriesRaise n := by
      rw [mem_level]
      funext k
      change ((k : ℂ) + 1) * (-(Pi.single (-(n : ℤ) - 1) 1 : ℤ → ℂ) (k + 1 - 1)) =
        (n : ℂ) * (Pi.single (-(n : ℤ) - 1) 1 : ℤ → ℂ) k
      rw [add_sub_cancel_right]
      by_cases hk : k = -(n : ℤ) - 1
      · rw [hk, Pi.single_eq_same]
        push_cast
        ring
      · rw [Pi.single_eq_of_ne hk]
        simp
    rw [h, Submodule.mem_bot] at hm
    have h1 := congrFun hm (-(n : ℤ) - 1)
    rw [Pi.single_eq_same] at h1
    exact one_ne_zero h1

end

end OscillatorDegeneracy
```

**Q:** So the ladder itself survives there?

**A:** Yes. `raise_equiv` needs only the commutator, so the levels $L_0,L_1,L_2,\dots$ are still isomorphic to one another. What is lost is the link between $L_0$ and $\ker a$, and with it the right to read the degeneracy off the solutions of $a\psi=0$. For your oscillator, $b=a^\dagger$ on the common domain restores that link.

```lean
#print axioms OscillatorDegeneracy.degeneracy_eq
-- 'OscillatorDegeneracy.degeneracy_eq' depends on axioms: [propext, Classical.choice, Quot.sound]
#print axioms OscillatorDegeneracy.level_nondegenerate
-- 'OscillatorDegeneracy.level_nondegenerate' depends on axioms: [propext, Classical.choice, Quot.sound]
#print axioms OscillatorDegeneracy.raising_injective_of_adjoint
-- 'OscillatorDegeneracy.raising_injective_of_adjoint' depends on axioms: [propext, Classical.choice, Quot.sound]
#print axioms OscillatorDegeneracy.levels_without_vacuum
-- 'OscillatorDegeneracy.levels_without_vacuum' depends on axioms: [propext, Classical.choice, Quot.sound]
```
